# Fejér damping of a non-constant continuous periodic function has a uniform error of at least order 1/N

Smoothing a plane-wave series by Fejér damping requires a choice of the order \(N\): the mode of index \(k\) is multiplied by \(1-|k|/N\) if \(|k|<N\) and removed otherwise. For a non-constant continuous periodic function the largest error over the cell is at least \(C/N\), with \(C>0\) depending on the function, so a target error \(\varepsilon\) needs \(N\ge C/\varepsilon\) however smooth the function is.

```lean
import Mathlib

open MeasureTheory AddCircle Filter Topology

namespace FejerSaturation

noncomputable section

variable {L : ℝ} [hL : Fact (0 < L)]

/-- The Fourier partial sum of `f` with all plane waves of index `|k| ≤ n`. -/
def partialSum (n : ℕ) (f : C(AddCircle L, ℂ)) : C(AddCircle L, ℂ) :=
  ∑ k ∈ Finset.Icc (-(n : ℤ)) n, fourierCoeff f k • fourier k

/-- The Fejér mean of order `N ≥ 1`: the plane wave of index `k`, `|k| < N`, is damped by the
factor `1 - |k| / N`, and all others are removed. -/
def fejerMean (N : ℕ) (f : C(AddCircle L, ℂ)) : C(AddCircle L, ℂ) :=
  ∑ k ∈ Finset.Ioo (-(N : ℤ)) N,
    (((1 - |(k : ℝ)| / N : ℝ) : ℂ) * fourierCoeff f k) • fourier k

/-- `N` times the Fejér mean of order `N` is the sum of the first `N` Fourier partial sums. -/
theorem fejerMean_average (N : ℕ) (f : C(AddCircle L, ℂ)) :
    (N : ℂ) • fejerMean N f = ∑ n ∈ Finset.range N, partialSum n f := by
  -- mode `k` occurs in `N - |k|` of the partial sums
  have key : ∀ (a : ℤ → C(AddCircle L, ℂ)) (M : ℕ),
      ∑ n ∈ Finset.range M, ∑ k ∈ Finset.Icc (-(n : ℤ)) n, a k =
        ∑ k ∈ Finset.Ioo (-(M : ℤ)) M, ((M : ℂ) - ((|(k : ℝ)| : ℝ) : ℂ)) • a k := by
    intro a M
    induction M with
    | zero => simp
    | succ M ih =>
      have hI : Finset.Ioo (-((M + 1 : ℕ) : ℤ)) ((M + 1 : ℕ) : ℤ)
          = Finset.Icc (-(M : ℤ)) M := by
        ext k
        simp only [Finset.mem_Ioo, Finset.mem_Icc]
        omega
      have hS : ∑ k ∈ Finset.Ioo (-(M : ℤ)) M, ((M : ℂ) - ((|(k : ℝ)| : ℝ) : ℂ)) • a k
          = ∑ k ∈ Finset.Icc (-(M : ℤ)) M, ((M : ℂ) - ((|(k : ℝ)| : ℝ) : ℂ)) • a k := by
        refine Finset.sum_subset Finset.Ioo_subset_Icc_self (fun k hk hk' => ?_)
        simp only [Finset.mem_Ioo, Finset.mem_Icc] at hk hk'
        have h : k = (M : ℤ) ∨ k = -(M : ℤ) := by omega
        rcases h with rfl | rfl <;> simp
      rw [Finset.sum_range_succ, ih, hI, hS, ← Finset.sum_add_distrib]
      refine Finset.sum_congr rfl (fun k _ => ?_)
      push_cast
      module
  rcases Nat.eq_zero_or_pos N with rfl | hN
  · simp
  have hN' : (N : ℂ) ≠ 0 := Nat.cast_ne_zero.mpr hN.ne'
  unfold partialSum fejerMean
  rw [key, Finset.smul_sum]
  refine Finset.sum_congr rfl (fun k _ => ?_)
  have hw : (N : ℂ) * ((1 - |(k : ℝ)| / N : ℝ) : ℂ) = (N : ℂ) - ((|(k : ℝ)| : ℝ) : ℂ) := by
    push_cast
    field_simp
  rw [smul_smul, smul_smul, ← mul_assoc, hw]

/-- In a finite sum of plane waves the Fourier coefficients are the amplitudes. -/
theorem fourierCoeff_sum (s : Finset ℤ) (a : ℤ → ℂ) (n : ℤ) :
    fourierCoeff (⇑(∑ k ∈ s, a k • (fourier k : C(AddCircle L, ℂ)))) n
      = if n ∈ s then a n else 0 := by
  -- orthogonality of plane waves
  have orth : ∀ k : ℤ, ∫ t : AddCircle L, fourier (-n) t * fourier k t ∂haarAddCircle
      = if k = n then (1 : ℂ) else 0 := by
    intro k
    simp_rw [← fourier_add]
    split_ifs with h
    · simp only [h, neg_add_cancel, fourier_zero]
      simp
    · exact integral_eq_zero_of_add_right_eq_neg (μ := haarAddCircle)
        (fourier_add_half_inv_index (by omega : -n + k ≠ 0) hL.out)
  calc fourierCoeff (⇑(∑ k ∈ s, a k • (fourier k : C(AddCircle L, ℂ)))) n
      = ∫ t : AddCircle L, ∑ k ∈ s, a k * (fourier (-n) t * fourier k t) ∂haarAddCircle := by
        unfold fourierCoeff
        refine integral_congr_ae (Eventually.of_forall fun t => ?_)
        simp only [ContinuousMap.coe_sum, Finset.sum_apply, ContinuousMap.coe_smul,
          Pi.smul_apply, smul_eq_mul, Finset.mul_sum]
        exact Finset.sum_congr rfl (fun k _ => by ring)
    _ = ∑ k ∈ s, a k * (if k = n then (1 : ℂ) else 0) := by
        rw [integral_finsetSum]
        · simp_rw [integral_const_mul, orth]
        · intro k _
          have hc : Continuous fun t : AddCircle L => a k * (fourier (-n) t * fourier k t) :=
            continuous_const.mul ((map_continuous _).mul (map_continuous _))
          exact integrableOn_univ.mp (hc.continuousOn.integrableOn_compact isCompact_univ)
    _ = if n ∈ s then a n else 0 := by simp

/-- Fourier coefficients of two continuous functions differ by at most the uniform distance
of the functions. -/
theorem norm_fourierCoeff_sub_le (g f : C(AddCircle L, ℂ)) (k : ℤ) :
    ‖fourierCoeff g k - fourierCoeff f k‖ ≤ ‖g - f‖ := by
  have hint : ∀ u : C(AddCircle L, ℂ),
      Integrable (fun t => fourier (-k) t • u t) haarAddCircle := by
    intro u
    have hc : Continuous fun t : AddCircle L => fourier (-k) t • u t :=
      (map_continuous (fourier (-k) : C(AddCircle L, ℂ))).smul (map_continuous u)
    exact integrableOn_univ.mp (hc.continuousOn.integrableOn_compact isCompact_univ)
  unfold fourierCoeff
  rw [← integral_sub (hint g) (hint f)]
  have hb : ∀ t : AddCircle L, ‖fourier (-k) t • g t - fourier (-k) t • f t‖ ≤ ‖g - f‖ := by
    intro t
    have h1 : ‖(fourier (-k) t : ℂ)‖ = 1 := by
      rw [fourier_apply]
      exact Circle.norm_coe _
    rw [← smul_sub, norm_smul, h1, one_mul]
    exact (g - f).norm_coe_le_norm t
  simpa using norm_integral_le_of_norm_le_const (μ := haarAddCircle) (Eventually.of_forall hb)

/-- The modulus of each Fourier coefficient of `f`, times the smaller of `|k|` and `N`, is bounded
by `N` times the uniform error of the Fejér mean. -/
theorem coeff_le_error (N : ℕ) (f : C(AddCircle L, ℂ)) (k : ℤ) :
    min |(k : ℝ)| N * ‖fourierCoeff f k‖ ≤ N * ‖fejerMean N f - f‖ := by
  rcases Nat.eq_zero_or_pos N with rfl | hN
  · have h0 : min |(k : ℝ)| ((0 : ℕ) : ℝ) = 0 := by
      rw [Nat.cast_zero]
      exact min_eq_right (abs_nonneg _)
    rw [h0]
    simp
  have hN' : (0 : ℝ) < N := Nat.cast_pos.mpr hN
  have h := norm_fourierCoeff_sub_le (fejerMean N f) f k
  rw [fejerMean, fourierCoeff_sum, ← fejerMean] at h
  by_cases hk : k ∈ Finset.Ioo (-(N : ℤ)) N
  · -- a damped mode loses the fraction `|k| / N`
    have e : ((1 - |(k : ℝ)| / N : ℝ) : ℂ) * fourierCoeff f k - fourierCoeff f k
        = ((-(|(k : ℝ)| / N) : ℝ) : ℂ) * fourierCoeff f k := by
      push_cast
      ring
    rw [if_pos hk, e, norm_mul, Complex.norm_real, Real.norm_eq_abs, abs_neg,
      abs_of_nonneg (by positivity)] at h
    calc min |(k : ℝ)| N * ‖fourierCoeff f k‖ ≤ |(k : ℝ)| * ‖fourierCoeff f k‖ :=
          mul_le_mul_of_nonneg_right (min_le_left _ _) (norm_nonneg _)
      _ = N * (|(k : ℝ)| / N * ‖fourierCoeff f k‖) := by field_simp
      _ ≤ N * ‖fejerMean N f - f‖ := mul_le_mul_of_nonneg_left h hN'.le
  · -- a removed mode is lost entirely
    rw [if_neg hk, zero_sub, norm_neg] at h
    exact mul_le_mul (min_le_right _ _) h (norm_nonneg _) hN'.le

/-- A continuous periodic function whose Fourier coefficients vanish for all `k ≠ 0` is constant,
equal to its coefficient at `k = 0`. -/
theorem eq_const_of_coeff (f : C(AddCircle L, ℂ)) (h : ∀ k : ℤ, k ≠ 0 → fourierCoeff f k = 0) :
    f = ContinuousMap.const _ (fourierCoeff f 0) := by
  have hsum : Summable (fourierCoeff f) := (hasSum_single 0 h).summable
  have hs : HasSum (fun k : ℤ => fourierCoeff f k • (fourier k : C(AddCircle L, ℂ)))
      (fourierCoeff f 0 • fourier 0) :=
    hasSum_single 0 (fun k hk => by rw [h k hk, zero_smul])
  have e := (hasSum_fourier_series_of_summable hsum).unique hs
  ext x
  have hx := DFunLike.congr_fun e x
  simpa using hx

/-- For a single plane wave of index `m` and amplitude `a`, the uniform error of the Fejér mean
of order `N > |m|` is exactly `|m| ‖a‖ / N`, written here without the division. -/
theorem planeWave_error (N : ℕ) (m : ℤ) (a : ℂ) (h : |m| < (N : ℤ)) :
    N * ‖fejerMean N (a • (fourier m : C(AddCircle L, ℂ))) - a • fourier m‖
      = |(m : ℝ)| * ‖a‖ := by
  have hN : (0 : ℝ) < N := by exact_mod_cast (abs_nonneg m).trans_lt h
  have hc : ∀ k : ℤ, fourierCoeff (⇑(a • (fourier m : C(AddCircle L, ℂ)))) k
      = if k = m then a else 0 := by
    intro k
    have := fourierCoeff_sum (L := L) {m} (fun _ => a) k
    simpa only [Finset.sum_singleton, Finset.mem_singleton] using this
  -- only the mode `m` survives in the Fejér mean
  have hf : fejerMean N (a • (fourier m : C(AddCircle L, ℂ)))
      = (((1 - |(m : ℝ)| / N : ℝ) : ℂ) * a) • fourier m := by
    unfold fejerMean
    rw [Finset.sum_eq_single m]
    · rw [hc, if_pos rfl]
    · intro k _ hk
      rw [hc, if_neg hk, mul_zero, zero_smul]
    · intro h'
      exact absurd (Finset.mem_Ioo.mpr (abs_lt.mp h)) h'
  have e : ((1 - |(m : ℝ)| / N : ℝ) : ℂ) * a - a = ((-(|(m : ℝ)| / N) : ℝ) : ℂ) * a := by
    push_cast
    ring
  rw [hf, ← sub_smul, e, norm_smul, fourier_norm, norm_mul, Complex.norm_real,
    Real.norm_eq_abs, abs_neg, abs_of_nonneg (by positivity)]
  field_simp

/-- For a non-constant continuous periodic function the uniform error of the Fejér means of
order `N ≥ 1` is at least a positive constant divided by `N`. -/
theorem error_lower_bound (f : C(AddCircle L, ℂ)) (hf : ¬ ∃ c, f = ContinuousMap.const _ c) :
    ∃ C : ℝ, 0 < C ∧ ∀ N : ℕ, 1 ≤ N → C ≤ N * ‖fejerMean N f - f‖ := by
  -- some oscillating mode is present
  have hk : ∃ k : ℤ, k ≠ 0 ∧ fourierCoeff f k ≠ 0 := by
    by_contra hno
    push Not at hno
    exact hf ⟨_, eq_const_of_coeff f hno⟩
  obtain ⟨k, hk0, hck⟩ := hk
  refine ⟨‖fourierCoeff f k‖, norm_pos_iff.mpr hck, fun N hN => ?_⟩
  have h1 : (1 : ℝ) ≤ |(k : ℝ)| := by exact_mod_cast Int.one_le_abs hk0
  have h2 : (1 : ℝ) ≤ N := by exact_mod_cast hN
  calc ‖fourierCoeff f k‖ = 1 * ‖fourierCoeff f k‖ := (one_mul _).symm
    _ ≤ min |(k : ℝ)| N * ‖fourierCoeff f k‖ :=
        mul_le_mul_of_nonneg_right (le_min h1 h2) (norm_nonneg _)
    _ ≤ N * ‖fejerMean N f - f‖ := coeff_le_error N f k

/-- For a continuous periodic function, `N` times the uniform error of the Fejér mean of order `N`
tends to zero if and only if the function is constant. -/
theorem fejer_saturation (f : C(AddCircle L, ℂ)) :
    Tendsto (fun N : ℕ => (N : ℝ) * ‖fejerMean N f - f‖) atTop (𝓝 0)
      ↔ ∃ c, f = ContinuousMap.const _ c := by
  constructor
  · intro h
    by_contra hf
    obtain ⟨C, hC, hb⟩ := error_lower_bound f hf
    have hle : C ≤ 0 := ge_of_tendsto h ((eventually_ge_atTop 1).mono hb)
    linarith
  · rintro ⟨c, rfl⟩
    -- a constant is the plane wave of index zero
    have hc : ContinuousMap.const (AddCircle L) c = c • fourier 0 := by
      ext x
      simp
    rw [hc]
    refine tendsto_const_nhds.congr' ((eventually_ge_atTop 1).mono fun N hN => ?_)
    have h0 : |(0 : ℤ)| < (N : ℤ) := by
      rw [abs_zero]
      omega
    refine Eq.trans ?_ (planeWave_error N 0 c h0).symm
    simp

end

end FejerSaturation
```

```lean
#print axioms FejerSaturation.fejerMean_average
#print axioms FejerSaturation.error_lower_bound
#print axioms FejerSaturation.fejer_saturation
```

```
'FejerSaturation.fejerMean_average' depends on axioms: [propext, Classical.choice, Quot.sound]
'FejerSaturation.error_lower_bound' depends on axioms: [propext, Classical.choice, Quot.sound]
'FejerSaturation.fejer_saturation' depends on axioms: [propext, Classical.choice, Quot.sound]
```

## A floor under the error, and the only functions that escape it

Let \(f\) be a continuous complex function of period \(L>0\), and let \(\sigma_N f\) be its Fejér mean of order \(N\). Write \(\|g\|=\max_x|g(x)|\) for the uniform norm. The theorem `fejer_saturation` states

\[
N\,\|\sigma_N f-f\|\to 0 \quad\text{as } N\to\infty
\qquad\Longleftrightarrow\qquad f \text{ is constant.}
\]

The quantitative form is `error_lower_bound`: if \(f\) is not constant, there is one number \(C>0\) with \(C\le N\|\sigma_N f-f\|\) for every \(N\ge1\). The order \(1/N\) is attained, since `planeWave_error` gives the error of a single plane wave of index \(m\) and amplitude \(a\) as exactly \(|m||a|/N\) once \(N>|m|\).

"Saturation" here means this floor together with its attainment by plane waves. Which other functions reach the order \(1/N\) is not determined, and no upper bound on the error is given for a general \(f\).

## Plane waves and damping factors in the periodic cell

The function \(f\) may be a density or a potential along one periodic direction. Cutting its Fourier series off sharply can produce oscillations near steep features, and the Fejér factors suppress them by reducing the high modes gradually. The cost is that every mode with \(k\neq0\) is reduced, including those that the sharp cutoff would have kept intact.

In Lean the cell is `AddCircle L`, the line with points a distance \(L\) apart identified, and `Fact (0 < L)` says that the cell has positive length. The choice \(L=2\pi\) is the usual textbook case. An element of `C(AddCircle L, ℂ)` is a continuous periodic function, and its norm is the uniform norm. The remaining objects are

\[
e_k(x)=e^{2\pi i kx/L},\qquad
c_k=\frac1L\int_0^L e^{-2\pi i kx/L}f(x)\,dx ,
\]

written `fourier k` and `fourierCoeff f k`. The measure `haarAddCircle` has total weight 1, which accounts for the factor \(1/L\). The index \(k\) is an integer; the physical wavevector is \(2\pi k/L\).

With these,

\[
\sigma_N f=\sum_{|k|<N}\Bigl(1-\frac{|k|}{N}\Bigr)c_k e_k .
\]

Some books write \(\sigma_N\) for the mean with \(N+1\) in place of \(N\) in this formula.

For electronic structure, the result bears on choosing a cutoff for a Fejér-smoothed quantity in a one-dimensional cell with exactly known Fourier coefficients. Coefficients obtained by a discrete transform on a grid can also carry aliasing errors, which the theorem does not treat.

The smallest order gives a simple example. For \(N=1\) only \(k=0\) survives, so \(\sigma_1f=c_0\) is the cell average, and the mode-by-mode bound `coeff_le_error`, derived below, becomes \(|c_k|\le\|c_0-f\|\) for every \(k\ne0\): no plane wave with \(k\neq0\) has a coefficient larger in modulus than the greatest deviation of \(f\) from its average. For a real \(f\) the plane waves \(k\) and \(-k\) combine into a cosine of amplitude \(2|c_k|\), which can exceed that deviation.

## One oscillating mode is enough

**The damping is an average.** Let \(S_n f=\sum_{|k|\le n}c_ke_k\). Among \(S_0f,\dots,S_{N-1}f\), mode \(k\) occurs in those with \(n\ge|k|\), which is \(N-|k|\) of them when \(|k|<N\). Hence

\[
\sum_{n=0}^{N-1}S_nf=\sum_{|k|<N}(N-|k|)c_ke_k=N\sigma_Nf .
\]

This is `fejerMean_average`, which confirms that the definition by damping factors agrees with the definition by averaging. Lean counts by induction: the next partial sum adds one to the weight of each mode it contains, and its outermost modes (two of them, or only \(k=0\) at the first step) enter with previous weight zero. The later theorems do not use this identity.

**Coefficients of a finite sum.** For \(k\ne n\), shifting \(x\) by \(L/(2(k-n))\) changes the sign of \(e_{k-n}\). The integral over a full period is unchanged by a shift, so it equals its own negative and vanishes. For \(k=n\) the integrand is 1. Therefore

\[
\frac1L\int_0^L e_{-n}(x)e_k(x)\,dx=\delta_{kn},
\]

and a finite sum \(\sum_{k\in s}a_ke_k\) has coefficient \(a_n\) if \(n\in s\) and 0 otherwise. This is `fourierCoeff_sum`; its inner statement `orth` uses the same shift. In particular, the coefficient of \(\sigma_Nf\) at \(k\) is \((1-|k|/N)c_k\) for \(|k|<N\) and zero for \(|k|\ge N\).

**Coefficients are controlled by the uniform distance.** Let \(\hat g(k)\) and \(\hat f(k)=c_k\) be the coefficients of two continuous functions. Since \(|e_{-k}|=1\),

\[
|\hat g(k)-\hat f(k)|
=\Bigl|\frac1L\int_0^L e_{-k}(x)\,(g(x)-f(x))\,dx\Bigr|
\le\|g-f\| .
\]

The lemma `norm_fourierCoeff_sub_le` joins the two integrals, bounds the integrand pointwise and uses the total weight 1.

**Each mode bounds the error from below.** Put \(g=\sigma_Nf\) with \(N\ge1\). If \(|k|<N\), the coefficients differ by \(-(|k|/N)c_k\), so \(|k||c_k|\le N\|\sigma_Nf-f\|\). If \(|k|\ge N\), the mode is lost entirely, so \(N|c_k|\le N\|\sigma_Nf-f\|\). Together,

\[
\min(|k|,N)\,|c_k|\le N\|\sigma_Nf-f\| .
\]

The proof of `coeff_le_error` splits into these two cases by `by_cases`. For a practical estimate, the inequality shows that once \(N\ge|k|\) the error is at least \(|k||c_k|/N\), so a strong mode of high index makes the damping expensive.

**A non-constant function has an oscillating mode.** Suppose \(c_k=0\) for all \(k\neq0\). Then \(f-c_0\) has no non-zero Fourier coefficient, and Parseval's identity gives \(\int_0^L|f-c_0|^2dx=0\). By continuity \(f=c_0\) everywhere. In `eq_const_of_coeff` Lean takes a neighbouring route: the coefficients are summable because at most one is non-zero, a Mathlib theorem then says that the Fourier series converges uniformly to \(f\), and uniqueness of the sum identifies \(f\) with \(c_0e_0\).

**The lower bound.** If \(f\) is not constant, choose \(k\ne0\) with \(c_k\neq0\). For \(N\ge1\) we have \(\min(|k|,N)\ge1\), hence

\[
|c_k|\le\min(|k|,N)|c_k|\le N\|\sigma_Nf-f\| .
\]

So \(C=|c_k|\) works for all \(N\ge1\) at once, and this is the constant supplied in `error_lower_bound`.

**A single plane wave.** For \(f=a\,e_m\) and \(N>|m|\), only mode \(m\) is present, and

\[
\sigma_Nf-f=-\frac{|m|}{N}\,a\,e_m,\qquad
N\|\sigma_Nf-f\|=|m||a| .
\]

In `planeWave_error`, `Finset.sum_eq_single` reduces the Fejér sum to this one term, and the norm follows from \(\|e_m\|=1\). A plane wave has derivatives of all orders, yet for \(m\ne0\) and \(a\neq0\) its error falls only as \(1/N\).

**The equivalence.** Suppose \(N\|\sigma_Nf-f\|\to0\) and \(f\) is not constant. The lower bound passes to the limit and gives \(C\le0\), contradicting \(C>0\); in Lean this is `ge_of_tendsto`. Conversely, a constant \(c\) is the plane wave \(c\,e_0\), and the formula above with \(m=0\) gives zero error for every \(N\ge1\), so the limit is zero.
